# Kerker mixing at the Thomas–Fermi wavenumber keeps the Lindhard eigenvalues within cell-independent bounds

## Lindhard function, dielectric function and Kerker factor

Let $G>0$ be the length of a reciprocal lattice vector, $k_F>0$ the Fermi wavenumber and $k$ the Thomas–Fermi screening wavenumber, all in the same unit. For $x>0$ the static Lindhard function is

$$F(x)=\frac12+\frac{1-x^2}{4x}\,\ln\left|\frac{1+x}{1-x}\right|\quad(x\neq1),\qquad F(1)=\frac12 .$$

The dielectric function of the three-dimensional, unpolarised homogeneous electron gas, at zero temperature and without exchange and correlation in the response, and the Kerker factor are

$$\varepsilon(G)=1+\frac{k^2}{G^2}\,F\!\left(\frac{G}{2k_F}\right),\qquad K(G)=\frac{G^2}{G^2+k^2}.$$

The same $k$ appears in both: the preconditioner is matched to the screening of the gas. Apart from that, $k$ is a free real number and is not tied to $k_F$.

Let $\rho$ be one complex Fourier component of the input density and $\rho_s$ its self-consistent value. The output density is taken in linear response,

$$\rho_{\rm out}=\rho_s+(1-\varepsilon(G))(\rho-\rho_s),$$

and one mixing step with parameter $\alpha$ is $\rho\mapsto\rho+\alpha K(G)(\rho_{\rm out}-\rho)$. The response formula is a postulate. It says that an excess of electrons at wavenumber $G$ creates a Hartree potential, and that the gas answers with a density of opposite sign, $-\frac{k^2}{G^2}F$ times the excess.

## The bound on the preconditioned eigenvalue

Write $\lambda(G)=K(G)\,\varepsilon(G)$. This is the eigenvalue, for the Fourier component at $G$, of the linear map that takes the error $\rho-\rho_s$ to $K(G)(\rho-\rho_{\rm out})$. For all $G,k_F>0$ and every real $k$,

$$\lambda(G)=\frac{G^2+k^2F(G/2k_F)}{G^2+k^2},\qquad m\le\lambda(G)\le1,\qquad m=\min\!\left(\frac12,\ \frac{4k_F^2}{4k_F^2+k^2}\right).$$

The floor $m$ contains no $G$, so for a gas with given $k$ and $k_F$ it is the same for every cell. It equals $1/2$ whenever $|k|\le2k_F$.

## Where a self-consistency loop uses it

A plane-wave code that applies Kerker mixing to a metal multiplies each Fourier component of the residual by $\alpha K(G)$. In the linearised homogeneous gas, any fixed $\alpha$ with $0<\alpha\le1$ then multiplies the error of every component with $G>0$ by a factor of at most $1-\alpha m$ per step, however large the cell. To reduce all errors by a factor $\tau<1$, it is enough to take $n\ge\ln(1/\tau)/(\alpha m)$ steps, because $(1-\alpha m)^n\le e^{-\alpha mn}$.

The matching of the two wavenumbers matters when the Kerker parameter is an input variable. With a different value $q_0>0$ in the preconditioner, the eigenvalue tends to $k^2/q_0^2$ as $G\to0$, which exceeds $1$ if $q_0<|k|$.

## Derivation from $y\le\sinh y$

**A bound on the logarithm.** The function $\sinh y-y$ vanishes at $y=0$ and has derivative $\cosh y-1\ge0$, so $y\le\sinh y$ for $y\ge0$. With $y=\ln t$ and $t\ge1$ this reads

$$\ln t\le\frac12\left(t-\frac1t\right).$$

**Up to twice the Fermi wavenumber.** Let $0<x<1$ and $t=(1+x)/(1-x)\ge1$. Then

$$t-\frac1t=\frac{(1+x)^2-(1-x)^2}{1-x^2}=\frac{4x}{1-x^2},$$

so $0\le\ln t\le 2x/(1-x^2)$. Multiplying by $(1-x^2)/(4x)>0$ gives a number between $0$ and $1/2$. Hence $1/2\le F(x)\le1$, which also holds at $x=1$.

**Beyond twice the Fermi wavenumber.** Let $x>1$ and $t=(x+1)/(x-1)\ge1$, which is the absolute value in the definition of $F$. Now $t-1/t=4x/(x^2-1)$, and

$$F(x)=\frac12-\frac{x^2-1}{4x}\ln t .$$

The subtracted term lies between $0$ and $1/2$ by the same argument, so $0\le F(x)\le1/2$.

**The product.** Expanding,

$$K\varepsilon=\frac{G^2}{G^2+k^2}\left(1+\frac{k^2}{G^2}F\right)=\frac{G^2+k^2F}{G^2+k^2}.$$

Since $F\le1$, this is at most $1$.

**The floor.** If $G\le2k_F$, then $F\ge1/2$ and

$$\lambda\ge\frac{G^2+k^2/2}{G^2+k^2}=\frac12+\frac{G^2}{2(G^2+k^2)}\ge\frac12 .$$

If $G\ge2k_F$, then $F\ge0$ and $G^2\ge4k_F^2$. The cross-multiplied difference

$$(G^2+k^2F)(4k_F^2+k^2)-4k_F^2(G^2+k^2)=k^2(G^2-4k_F^2)+k^2F\,(4k_F^2+k^2)$$

is non-negative, so $\lambda\ge4k_F^2/(4k_F^2+k^2)$.

**The error per step.** The residual is $\rho_{\rm out}-\rho=-\varepsilon(\rho-\rho_s)$. One step therefore turns the error $\rho-\rho_s$ into $(1-\alpha\lambda)(\rho-\rho_s)$. For $0<\alpha\le1$ and $m\le\lambda\le1$ we have $0\le1-\alpha\lambda\le1-\alpha m<1$. After $n$ steps the error is at most $(1-\alpha m)^n|\rho-\rho_s|$.

**Without the preconditioner.** Take a cell of length $L$ with $\pi/L\le k_F$ and the wavenumber $G=2\pi/L$. Then $G/2k_F\le1$, so $F\ge1/2$ and

$$\varepsilon(2\pi/L)\ge1+\frac{k^2}{2}\,\frac{L^2}{4\pi^2}=1+\frac{k^2L^2}{8\pi^2}.$$

Plain mixing multiplies this error by $1-\alpha\varepsilon$. With $\alpha>0$ it contracts only if $\alpha<2/\varepsilon$, which for $k\ne0$ forces $\alpha<16\pi^2/(k^2L^2)$. In large cells the permitted step falls as the inverse square of the cell length. A larger step makes the long-wave error grow, which is called charge sloshing.

## The Lean file

```lean
import Mathlib

namespace KerkerLindhardMixing

noncomputable section

/-- The static Lindhard function `F(x)` of the electron gas for `x > 0`, where `x` is the
wavenumber in units of twice the Fermi wavenumber; its value at `x = 1` is `1/2`. -/
def lindhardF (x : ℝ) : ℝ :=
  if x = 1 then 1 / 2
  else 1 / 2 + (1 - x ^ 2) / (4 * x) * Real.log |(1 + x) / (1 - x)|

/-- The Lindhard dielectric function at wavenumber `G > 0`, with Thomas-Fermi wavenumber `k`
and Fermi wavenumber `kF > 0`. -/
def dielectric (k kF G : ℝ) : ℝ := 1 + k ^ 2 / G ^ 2 * lindhardF (G / (2 * kF))

/-- The Kerker preconditioner at wavenumber `G > 0`, with screening wavenumber `k`. -/
def kerker (k G : ℝ) : ℝ := G ^ 2 / (G ^ 2 + k ^ 2)

/-- The number `min (1/2, 4kF²/(4kF² + k²))` for `kF > 0`; it contains no `G`. -/
def spectralFloor (k kF : ℝ) : ℝ := min (1 / 2) (4 * kF ^ 2 / (4 * kF ^ 2 + k ^ 2))

/-- The output density of one Fourier component in linear response about the self-consistent
value `ρs`, for `G > 0` and `kF > 0`: the input error is multiplied by one minus the
dielectric function. -/
def outputDensity (k kF G : ℝ) (ρs ρ : ℂ) : ℂ :=
  ρs + ((1 - dielectric k kF G : ℝ) : ℂ) * (ρ - ρs)

/-- One step of Kerker mixing with parameter `α`, for `G > 0` and `kF > 0`: the residual,
output minus input, is preconditioned, scaled by `α` and added to the input. -/
def mixStep (α k kF G : ℝ) (ρs ρ : ℂ) : ℂ :=
  ρ + ((α * kerker k G : ℝ) : ℂ) * (outputDensity k kF G ρs ρ - ρ)

/-- For `t ≥ 1` the logarithm of `t` is at most `(t - 1/t)/2`. -/
theorem log_le_half_sub_inv {t : ℝ} (ht : 1 ≤ t) : Real.log t ≤ (t - t⁻¹) / 2 := by
  -- this is `y ≤ sinh y` at `y = log t`
  have h := Real.self_le_sinh_iff.2 (Real.log_nonneg ht)
  rwa [Real.sinh_eq, Real.exp_neg, Real.exp_log (by linarith)] at h

/-- For `0 < x ≤ 1`, that is up to twice the Fermi wavenumber, the Lindhard function lies
between `1/2` and `1`. -/
theorem lindhardF_bounds_low {x : ℝ} (hx : 0 < x) (h1 : x ≤ 1) :
    1 / 2 ≤ lindhardF x ∧ lindhardF x ≤ 1 := by
  rcases eq_or_lt_of_le h1 with rfl | h
  · norm_num [lindhardF]
  have hd : 0 < 1 - x := by linarith
  have ht : 1 ≤ (1 + x) / (1 - x) := by
    rw [le_div_iff₀ hd]; linarith
  have hc : 0 ≤ (1 - x ^ 2) / (4 * x) := div_nonneg (by nlinarith) (by linarith)
  have hlow := mul_nonneg hc (Real.log_nonneg ht)
  have hup := mul_le_mul_of_nonneg_left (log_le_half_sub_inv ht) hc
  -- the bound on the logarithm cancels the prefactor exactly
  have he : (1 - x ^ 2) / (4 * x) * (((1 + x) / (1 - x) - ((1 + x) / (1 - x))⁻¹) / 2)
      = 1 / 2 := by
    have h2 : 1 - x ≠ 0 := hd.ne'
    have h3 : 1 + x ≠ 0 := by linarith
    rw [inv_div]
    field_simp
    ring
  rw [he] at hup
  rw [lindhardF, if_neg h.ne, abs_of_nonneg (zero_le_one.trans ht)]
  constructor <;> linarith

/-- For `x ≥ 1`, that is from twice the Fermi wavenumber on, the Lindhard function lies
between `0` and `1/2`. -/
theorem lindhardF_bounds_high {x : ℝ} (h1 : 1 ≤ x) :
    0 ≤ lindhardF x ∧ lindhardF x ≤ 1 / 2 := by
  rcases eq_or_lt_of_le h1 with rfl | h
  · norm_num [lindhardF]
  have hd : 0 < x - 1 := by linarith
  have ht : 1 ≤ (1 + x) / (x - 1) := by
    rw [le_div_iff₀ hd]; linarith
  have hc : 0 ≤ (x ^ 2 - 1) / (4 * x) := div_nonneg (by nlinarith) (by linarith)
  have hlow := mul_nonneg hc (Real.log_nonneg ht)
  have hup := mul_le_mul_of_nonneg_left (log_le_half_sub_inv ht) hc
  have he : (x ^ 2 - 1) / (4 * x) * (((1 + x) / (x - 1) - ((1 + x) / (x - 1))⁻¹) / 2)
      = 1 / 2 := by
    have h2 : x - 1 ≠ 0 := hd.ne'
    have h3 : 1 + x ≠ 0 := by linarith
    have h4 : x ≠ 0 := by linarith
    rw [inv_div]
    field_simp
    ring
  rw [he] at hup
  have habs : |(1 + x) / (1 - x)| = (1 + x) / (x - 1) := by
    rw [abs_div, abs_of_pos (by linarith : (0 : ℝ) < 1 + x),
      abs_of_neg (by linarith : 1 - x < (0 : ℝ)), neg_sub]
  have hF : lindhardF x
      = 1 / 2 - (x ^ 2 - 1) / (4 * x) * Real.log ((1 + x) / (x - 1)) := by
    rw [lindhardF, if_neg h.ne', habs]
    ring
  rw [hF]
  constructor <;> linarith

/-- For `G > 0` the Kerker factor times the Lindhard dielectric function equals
`(G² + k² F(G/2kF))/(G² + k²)`. -/
theorem kerker_mul_dielectric (k kF : ℝ) {G : ℝ} (hG : 0 < G) :
    kerker k G * dielectric k kF G
      = (G ^ 2 + k ^ 2 * lindhardF (G / (2 * kF))) / (G ^ 2 + k ^ 2) := by
  have hden : G ^ 2 + k ^ 2 ≠ 0 := by positivity
  have hG2 : G ^ 2 ≠ 0 := by positivity
  unfold kerker dielectric
  generalize lindhardF (G / (2 * kF)) = f
  rw [div_mul_eq_mul_div]
  congr 1
  rw [mul_add, mul_one, ← mul_assoc, mul_div_cancel₀ _ hG2]

/-- For `kF > 0` and every `G > 0`, the Kerker factor times the Lindhard dielectric function lies
between `min (1/2, 4kF²/(4kF² + k²))` and `1`. -/
theorem preconditioned_eigenvalue_bounds (k : ℝ) {kF G : ℝ} (hkF : 0 < kF) (hG : 0 < G) :
    spectralFloor k kF ≤ kerker k G * dielectric k kF G ∧
      kerker k G * dielectric k kF G ≤ 1 := by
  have hden : 0 < G ^ 2 + k ^ 2 := by positivity
  have hx : 0 < G / (2 * kF) := by positivity
  rw [kerker_mul_dielectric k kF hG]
  unfold spectralFloor
  rcases le_total (G / (2 * kF)) 1 with h | h
  · -- long waves: the Lindhard function is at least one half
    obtain ⟨h1, h2⟩ := lindhardF_bounds_low hx h
    have h3 := mul_le_mul_of_nonneg_left h1 (sq_nonneg k)
    have h4 := mul_le_mul_of_nonneg_left h2 (sq_nonneg k)
    constructor
    · refine (min_le_left _ _).trans ?_
      rw [le_div_iff₀ hden]
      nlinarith [sq_nonneg G]
    · rw [div_le_one hden]
      linarith
  · -- short waves: the Kerker factor alone is large enough
    obtain ⟨h1, h2⟩ := lindhardF_bounds_high h
    have h3 := mul_nonneg (sq_nonneg k) h1
    have h4 := mul_le_mul_of_nonneg_left h2 (sq_nonneg k)
    have h5 : 2 * kF ≤ G := (one_le_div (by positivity)).1 h
    have h6 : 4 * kF ^ 2 ≤ G ^ 2 := by nlinarith
    constructor
    · refine (min_le_right _ _).trans ?_
      rw [div_le_div_iff₀ (by positivity) hden]
      have h7 : 0 ≤ 4 * kF ^ 2 + k ^ 2 := by positivity
      nlinarith [mul_nonneg (sq_nonneg k) (sub_nonneg.2 h6), mul_nonneg h3 h7]
    · rw [div_le_one hden]
      nlinarith [sq_nonneg k]

/-- For `kF > 0` and `0 < α ≤ 1`, Kerker mixing in linear response reduces the error of every
Fourier component with `G > 0` at least geometrically, with one ratio below `1` for all `G`. -/
theorem kerker_mixing_converges (k : ℝ) {kF α : ℝ} (hkF : 0 < kF) (hα : 0 < α) (hα1 : α ≤ 1) :
    0 ≤ 1 - α * spectralFloor k kF ∧ 1 - α * spectralFloor k kF < 1 ∧
      ∀ G : ℝ, 0 < G → ∀ (ρs ρ : ℂ) (n : ℕ),
        ‖(mixStep α k kF G ρs)^[n] ρ - ρs‖
          ≤ (1 - α * spectralFloor k kF) ^ n * ‖ρ - ρs‖ := by
  have hm : 0 < spectralFloor k kF := lt_min (by norm_num) (by positivity)
  have hm1 : spectralFloor k kF ≤ 1 / 2 := min_le_left _ _
  have hq : 0 ≤ 1 - α * spectralFloor k kF := by nlinarith
  refine ⟨hq, by linarith [mul_pos hα hm], ?_⟩
  intro G hG ρs ρ n
  obtain ⟨hl, hu⟩ := preconditioned_eigenvalue_bounds k hkF hG
  -- one step multiplies the error by one minus `α` times the eigenvalue
  have hstep : ∀ z : ℂ, mixStep α k kF G ρs z - ρs
      = ((1 - α * (kerker k G * dielectric k kF G) : ℝ) : ℂ) * (z - ρs) := by
    intro z
    simp only [mixStep, outputDensity]
    push_cast
    ring
  have h0 : 0 ≤ 1 - α * (kerker k G * dielectric k kF G) := by
    linarith [mul_le_mul_of_nonneg_left hu hα.le]
  have h1 : 1 - α * (kerker k G * dielectric k kF G) ≤ 1 - α * spectralFloor k kF := by
    linarith [mul_le_mul_of_nonneg_left hl hα.le]
  induction n with
  | zero => simp
  | succ n ih =>
    rw [Function.iterate_succ_apply', hstep, norm_mul, Complex.norm_real, Real.norm_eq_abs,
      abs_of_nonneg h0, pow_succ', mul_assoc]
    exact mul_le_mul h1 ih (norm_nonneg _) hq

/-- In a cell of length `L > 0` with `π/L ≤ kF`, the dielectric function at `G = 2π/L` is at least
`1 + k²L²/(8π²)`. -/
theorem dielectric_grows_with_cell (k : ℝ) {kF L : ℝ} (hkF : 0 < kF) (hL : 0 < L)
    (h : Real.pi / L ≤ kF) :
    1 + k ^ 2 * L ^ 2 / (8 * Real.pi ^ 2) ≤ dielectric k kF (2 * Real.pi / L) := by
  have hpi := Real.pi_pos
  have hx : 0 < 2 * Real.pi / L / (2 * kF) := by positivity
  have hx1 : 2 * Real.pi / L / (2 * kF) ≤ 1 := by
    rw [div_le_one (by positivity), mul_div_assoc]
    linarith
  have hc : 0 ≤ k ^ 2 / (2 * Real.pi / L) ^ 2 := by positivity
  have hF := mul_le_mul_of_nonneg_left (lindhardF_bounds_low hx hx1).1 hc
  have he : k ^ 2 / (2 * Real.pi / L) ^ 2 * (1 / 2) = k ^ 2 * L ^ 2 / (8 * Real.pi ^ 2) := by
    rw [div_pow, div_div_eq_mul_div]
    ring
  rw [he] at hF
  unfold dielectric
  linarith

end

end KerkerLindhardMixing
```

```lean
#print axioms KerkerLindhardMixing.lindhardF_bounds_high
-- 'KerkerLindhardMixing.lindhardF_bounds_high' depends on axioms: [propext, Classical.choice, Quot.sound]
#print axioms KerkerLindhardMixing.kerker_mixing_converges
-- 'KerkerLindhardMixing.kerker_mixing_converges' depends on axioms: [propext, Classical.choice, Quot.sound]
#print axioms KerkerLindhardMixing.dielectric_grows_with_cell
-- 'KerkerLindhardMixing.dielectric_grows_with_cell' depends on axioms: [propext, Classical.choice, Quot.sound]
```

## The theorems in words, and their range

The definitions `lindhardF`, `dielectric`, `kerker` and `spectralFloor` are $F$, $\varepsilon$, $K$ and $m$. The wavenumbers are real numbers, and `ρs` and `ρ` are complex numbers, each standing for a single Fourier component. The functions `outputDensity` and `mixStep` are the response formula and the mixing step given at the start.

- `preconditioned_eigenvalue_bounds` states $m\le K\varepsilon\le1$ for every real `k` and all positive `kF` and `G`. Together with `kerker_mul_dielectric` it gives the same bounds for the closed formula.
- `kerker_mixing_converges` states that $1-\alpha m$ lies in $[0,1)$, and that the error after `n` steps is at most $(1-\alpha m)^n$ times the initial error, for all positive `G`, all starting values and all `n`. The expression `(mixStep α k kF G ρs)^[n] ρ` is the density after `n` steps. The ratio is fixed before `G` is chosen, which is what makes the rate common to all components.
- `dielectric_grows_with_cell` states the lower bound on $\varepsilon(2\pi/L)$. The hypothesis `Real.pi / L ≤ kF` says that the wavenumber $2\pi/L$ does not exceed $2k_F$.

No lattice appears in the file. `G` runs over all positive reals, and this includes the lengths of the nonzero reciprocal lattice vectors of any cell. The component $G=0$ is excluded; in a code it is fixed by the number of electrons.

The guarantee concerns a homogeneous gas with Lindhard response, in which different Fourier components do not couple. A real crystal couples them through local fields, and its exchange-correlation potential adds to the response; neither effect is in the model. The linear response formula is assumed, not derived from the Kohn–Sham equations, so nothing follows about a start far from self-consistency. The update is simple mixing, without the history used by Pulay or Broyden schemes, and the numbers are real and complex numbers, not floating-point values.

## From the logarithm bound to convergence in Lean

`log_le_half_sub_inv` takes $y\le\sinh y$ from Mathlib at $y=\ln t$ and rewrites the hyperbolic sine through exponentials.

`lindhardF_bounds_low` and `lindhardF_bounds_high` treat the two ranges of $x$, each after settling $x=1$ separately. In both, `hlow` and `hup` are the lower and upper bounds on the prefactor times the logarithm, and `he` is the cancellation that turns the upper one into exactly $1/2$. In the second lemma the absolute value turns the denominator $1-x$ into $x-1$, in `habs`, and the sign is moved into the prefactor, in `hF`. Together the two lemmas give $0\le F\le1$ for all $x>0$.

`kerker_mul_dielectric` is the expansion of the product. It replaces the value of $F$ by an arbitrary number `f`, since the identity does not depend on what $F$ is.

`preconditioned_eigenvalue_bounds` splits on whether $G/2k_F$ is at most or at least $1$. Each branch selects one entry of the minimum, clears the denominators and leaves a polynomial inequality to `nlinarith`. In the short-wave branch, the products handed to that tactic are the two non-negative terms of the cross-multiplied difference above.

In `kerker_mixing_converges`, `hstep` is the statement that one step multiplies the error by $1-\alpha\lambda$. The facts `h0` and `h1` place this factor between $0$ and $1-\alpha m$, and induction on `n` multiplies the bounds. `dielectric_grows_with_cell` applies the long-wave bound $F\ge1/2$ at $G=2\pi/L$ and simplifies the coefficient in `he`.
